# Levels of the spin-1/2 Heisenberg triangle with real couplings, and when its two doublets coincide

After diagonalising the $S_z=1/2$ block of a three-spin cluster, one can read the symmetry of the exchange from the two doublet energies: if they coincide, the three couplings are equal, and if they differ, at least two couplings differ. This inference holds for three spins 1/2 with isotropic exchange, real couplings and no other terms in the Hamiltonian. The closed-form levels behind it also give a check on an exact-diagonalisation code for this small cluster.

## The triangle and its three levels

The Hamiltonian is $H=a\,\mathbf S_1\cdot\mathbf S_2+b\,\mathbf S_2\cdot\mathbf S_3+c\,\mathbf S_3\cdot\mathbf S_1$, with $\hbar=1$. With this sign convention a positive coupling is antiferromagnetic. Write $\sigma=a+b+c$ and $g=\sqrt{a^2+b^2+c^2-ab-bc-ca}$. The levels in the block are $\sigma/4$ for the quartet and $-\sigma/4\pm g/2$ for the doublets.

In Lean, a configuration is a triple of entries, `0` for up and `1` for down, and `hamiltonian` is the full $8\times8$ matrix built from Kronecker products.

```lean
import Mathlib

open Matrix
open scoped Kronecker

namespace HeisenbergTrimer

noncomputable section

/-- Configurations of three spins; `0` is up and `1` is down. -/
abbrev Config := Fin 2 × Fin 2 × Fin 2

/-- The spin-1/2 matrix of the x component. -/
def sx : Matrix (Fin 2) (Fin 2) ℂ := !![0, 1/2; 1/2, 0]

/-- The spin-1/2 matrix of the y component. -/
def sy : Matrix (Fin 2) (Fin 2) ℂ := !![0, -Complex.I/2; Complex.I/2, 0]

/-- The spin-1/2 matrix of the z component. -/
def sz : Matrix (Fin 2) (Fin 2) ℂ := !![1/2, 0; 0, -1/2]

/-- The spin-1/2 raising matrix. -/
def sp : Matrix (Fin 2) (Fin 2) ℂ := !![0, 1; 0, 0]

/-- The product operator acting with `A`, `B`, `C` on sites 1, 2, 3. -/
def onSites (A B C : Matrix (Fin 2) (Fin 2) ℂ) : Matrix Config Config ℂ :=
  A ⊗ₖ (B ⊗ₖ C)

/-- The Heisenberg Hamiltonian `a S₁·S₂ + b S₂·S₃ + c S₃·S₁`. -/
def hamiltonian (a b c : ℝ) : Matrix Config Config ℂ :=
  (a : ℂ) • (onSites sx sx 1 + onSites sy sy 1 + onSites sz sz 1) +
  (b : ℂ) • (onSites 1 sx sx + onSites 1 sy sy + onSites 1 sz sz) +
  (c : ℂ) • (onSites sx 1 sx + onSites sy 1 sy + onSites sz 1 sz)
```

The next definitions select the block and the doublet states. The basis state $|k\rangle$, $k=0,1,2$, has its down spin on site $k+1$, and `v k` is its amplitude $v_k$.

```lean
/-- The total raising operator of the three spins. -/
def raising : Matrix Config Config ℂ :=
  onSites sp 1 1 + onSites 1 sp 1 + onSites 1 1 sp

/-- The three configurations with exactly one spin down. -/
def oneDown : Fin 3 → Config := ![(1, 0, 0), (0, 1, 0), (0, 0, 1)]

/-- The Sz = 1/2 block of the Hamiltonian. -/
def block (a b c : ℝ) : Matrix (Fin 3) (Fin 3) ℂ :=
  (hamiltonian a b c).submatrix oneDown oneDown

/-- The total raising operator annihilates the one-down state with amplitudes `v`. -/
def IsDoublet (v : Fin 3 → ℂ) : Prop :=
  ∀ s, ∑ k, raising s (oneDown k) * v k = 0
```

The last definitions are the matrix element of the two-spin exchange, the splitting $g$ (`gap`) and the three levels.

```lean
/-- The matrix element of half the swap of two spins minus one quarter. -/
def exchange (i j i' j' : Fin 2) : ℂ :=
  (if i = j' ∧ j = i' then 1/2 else 0) - (if i = i' ∧ j = j' then 1/4 else 0)

/-- The splitting of the two doublet levels. -/
def gap (a b c : ℝ) : ℝ := √(a^2 + b^2 + c^2 - a*b - b*c - c*a)

/-- The quartet level. -/
def quartet (a b c : ℝ) : ℝ := (a + b + c) / 4

/-- The upper doublet level. -/
def upper (a b c : ℝ) : ℝ := -(a + b + c) / 4 + gap a b c / 2

/-- The lower doublet level. -/
def lower (a b c : ℝ) : ℝ := -(a + b + c) / 4 - gap a b c / 2
```

## Isotropic exchange between spins 1/2

Isotropy means that the $x$, $y$ and $z$ components of a bond carry the same coupling. For two spins 1/2, $\mathbf S_i\cdot\mathbf S_j$ is $1/4$ on the triplet and $-3/4$ on the singlet, while the swap $P_{ij}$ is $+1$ and $-1$. Hence

$$\mathbf S_i\cdot\mathbf S_j=\tfrac12P_{ij}-\tfrac14 .$$

`hamiltonian_apply` states this for all matrix elements of $H$, with an identity factor for the spin outside the bond. Its proof checks the two-spin identity on all sixteen index combinations and then collects terms.

```lean
/-- Each bond of the triangle acts as half a spin swap minus one quarter,
and leaves the third spin alone. -/
theorem hamiltonian_apply (a b c : ℝ) (s t : Config) :
    hamiltonian a b c s t =
      a * exchange s.1 s.2.1 t.1 t.2.1 * (1 : Matrix (Fin 2) (Fin 2) ℂ) s.2.2 t.2.2 +
      b * exchange s.2.1 s.2.2 t.2.1 t.2.2 * (1 : Matrix (Fin 2) (Fin 2) ℂ) s.1 t.1 +
      c * exchange s.1 s.2.2 t.1 t.2.2 * (1 : Matrix (Fin 2) (Fin 2) ℂ) s.2.1 t.2.1 := by
  -- the exchange identity for two spins
  have key : ∀ i j i' j' : Fin 2, exchange i j i' j' =
      sx i i' * sx j j' + sy i i' * sy j j' + sz i i' * sz j j' := by
    intro i j i' j'
    fin_cases i <;> fin_cases j <;> fin_cases i' <;> fin_cases j' <;>
      simp [exchange, sx, sy, sz, div_mul_div_comm] <;> norm_num
  simp only [hamiltonian, onSites, Matrix.add_apply, Matrix.smul_apply,
    Matrix.kroneckerMap_apply, smul_eq_mul, key]
  ring
```

Without isotropy the levels change. If only the $z$ components are kept, the block is diagonal, and equal couplings $a=b=c\neq0$ give $-a/4$ three times, with no level at $3a/4$. For larger spins the swap identity itself fails: two spins 1 have three values of $\mathbf S_i\cdot\mathbf S_j$, but a swap has only two eigenvalues.

## Exactly one spin down

Fixing one down spin fixes $S_z=1/2$. By hand, apply the bonds to $|0\rangle$. The bonds $a$ and $c$ each move the down spin with amplitude one half and contribute $-1/4$ on the diagonal; the bond $b$ joins two up spins and contributes $+1/4$:

$$H|0\rangle=\tfrac{b-a-c}{4}|0\rangle+\tfrac a2|1\rangle+\tfrac c2|2\rangle .$$

The other two columns follow in the same way, so the block is

$$B=-\frac{\sigma}{4}+\frac12M,\qquad M=\begin{pmatrix}b&a&c\\a&c&b\\c&b&a\end{pmatrix}.$$

`block_eq` gives these nine entries. `block_decoupled` shows that $H$ has no matrix element from a one-down configuration to a configuration outside the block, so an eigenvector of $B$, padded with zeros, is an eigenvector of $H$. Both proofs evaluate the exchange formula case by case.

```lean
/-- The Sz = 1/2 block written out in the basis labelled by the position of the down spin. -/
theorem block_eq (a b c : ℝ) : block a b c =
    !![((b:ℂ) - a - c)/4, (a:ℂ)/2, (c:ℂ)/2;
       (a:ℂ)/2, ((c:ℂ) - a - b)/4, (b:ℂ)/2;
       (c:ℂ)/2, (b:ℂ)/2, ((a:ℂ) - b - c)/4] := by
  ext i j
  fin_cases i <;> fin_cases j <;>
    simp [block, hamiltonian_apply, exchange, oneDown] <;> ring

/-- The Hamiltonian does not connect one-down configurations to any others. -/
theorem block_decoupled (a b c : ℝ) (s : Config) (k : Fin 3) :
    (∀ j, s ≠ oneDown j) → hamiltonian a b c s (oneDown k) = 0 := by
  obtain ⟨x, y, z⟩ := s
  fin_cases x <;> fin_cases y <;> fin_cases z <;> fin_cases k <;>
    simp [hamiltonian_apply, exchange, oneDown, Fin.forall_fin_succ]
```

A magnetic field along $x$ would break this decoupling by connecting $|k\rangle$ to the all-up state. Diagonalising the $3\times3$ block alone would then in general not give energies of the cluster.

## Annihilation by the total raising operator

A state with $S_z=1/2$ that $S^+$ annihilates is the top state of a multiplet with total spin 1/2. This is how `IsDoublet` expresses the doublet condition; the operator $\mathbf S^2$ is not needed. Since $S^+|k\rangle=|{\uparrow\uparrow\uparrow}\rangle$ for each $k$, the condition is $v_0+v_1+v_2=0$.

```lean
/-- A one-down state is annihilated by the total raising operator exactly when its
three amplitudes sum to zero. -/
theorem isDoublet_iff (v : Fin 3 → ℂ) : IsDoublet v ↔ v 0 + v 1 + v 2 = 0 := by
  constructor
  · intro h
    have h0 := h (0, 0, 0)
    simpa [raising, onSites, oneDown, sp, Matrix.one_apply, Fin.sum_univ_three] using h0
  · rintro h ⟨x, y, z⟩
    fin_cases x <;> fin_cases y <;> fin_cases z <;>
      simp [raising, onSites, oneDown, sp, Matrix.one_apply, Fin.sum_univ_three, h]
```

The forward direction of the proof evaluates the condition at the all-up configuration; the reverse checks all eight configurations.

By hand, the zero sum enters through the square of $M$. Each row of $M$ is a rearrangement of $a,b,c$, with squared length $a^2+b^2+c^2$, and any two different rows have scalar product $ab+bc+ca$. With $J$ the matrix of all ones,

$$M^2=g^2+(ab+bc+ca)\,J .$$

On a doublet state $Jv=0$, so $M^2v=g^2v$. If also $Bv=Ev$ with $v\neq0$, then $(E+\sigma/4)^2=g^2/4$, which gives $E=-\sigma/4\pm g/2$.

Without the zero sum, the quartet state enters. The normalised vector $(1,1,1)/\sqrt3$ satisfies $Mv=\sigma v$ and has energy $\sigma/4$, which in general is neither doublet level.

## Real couplings

Real couplings make $H$ Hermitian. They also make the radicand non-negative, because

$$g^2=\tfrac12\left[(a-b)^2+(b-c)^2+(c-a)^2\right].$$

In Lean they are the arguments `a b c : ℝ`. The proof of `gap_sq` passes the three squares to `nlinarith` to show that the radicand is non-negative, so that squaring the root returns it.

```lean
/-- The square of the doublet splitting is a quadratic form in the couplings. -/
theorem gap_sq (a b c : ℝ) :
    gap a b c ^ 2 = a^2 + b^2 + c^2 - a*b - b*c - c*a := by
  apply Real.sq_sqrt
  nlinarith [sq_nonneg (a - b), sq_nonneg (b - c), sq_nonneg (c - a)]
```

With complex couplings the degeneracy criterion fails. For $a=1$, $b=\omega$, $c=\omega^2$ with $\omega=e^{2\pi i/3}$, the radicand vanishes although all three couplings differ; the Hamiltonian is then not Hermitian.

## Eigenvectors that are not zero

A zero vector describes no state and satisfies $Bv=Ev$ for every $E$. Requiring $v\neq0$ turns the eigenvalue equation into $\det(E-B)=0$.

To find this determinant by hand, note that $M$ has eigenvalue $\sigma$ on the uniform vector and maps the plane of zero-sum vectors to itself, since all its column sums are $\sigma$. Its full trace is $\sigma$, so its trace on the plane is zero. Its square there is $g^2$, so its two eigenvalues on the plane are $g$ and $-g$. Therefore

$$\det(E-B)=\left(E-\tfrac\sigma4\right)\left(E+\tfrac\sigma4-\tfrac g2\right)\left(E+\tfrac\sigma4+\tfrac g2\right).$$

`det_block` proves this by expanding the determinant directly and using `gap_sq` to replace $g^2$. The factorisation records multiplicities. `eigenvalue_iff` then uses the equivalence between a zero determinant and a nonzero vector in the kernel. It allows complex `E` and finds exactly the three real levels.

```lean
/-- The characteristic determinant of the block factors into the quartet level and
the two doublet levels. -/
theorem det_block (a b c : ℝ) (E : ℂ) :
    (E • (1 : Matrix (Fin 3) (Fin 3) ℂ) - block a b c).det =
      (E - quartet a b c) * (E - upper a b c) * (E - lower a b c) := by
  have hg : (gap a b c : ℂ)^2 = a^2 + b^2 + c^2 - a*b - b*c - c*a := by
    exact_mod_cast gap_sq a b c
  rw [block_eq, Matrix.det_fin_three]
  simp
  simp only [quartet, upper, lower]
  push_cast
  linear_combination ((E - (a + b + c)/4)/4) * hg

/-- The eigenvalues of the Sz = 1/2 block are the quartet level and the two doublet levels. -/
theorem eigenvalue_iff (a b c : ℝ) (E : ℂ) :
    (∃ v : Fin 3 → ℂ, v ≠ 0 ∧ block a b c *ᵥ v = E • v) ↔
      E = quartet a b c ∨ E = upper a b c ∨ E = lower a b c := by
  have key := Matrix.exists_mulVec_eq_zero_iff
    (M := E • (1 : Matrix (Fin 3) (Fin 3) ℂ) - block a b c)
  simp only [det_block, mul_eq_zero, sub_eq_zero, or_assoc] at key
  rw [← key]
  simp only [Matrix.sub_mulVec, Matrix.smul_mulVec, Matrix.one_mulVec, sub_eq_zero]
  exact ⟨fun ⟨v, hv, h⟩ => ⟨v, hv, h.symm⟩, fun ⟨v, hv, h⟩ => ⟨v, hv, h.symm⟩⟩
```

`doublet_energy` combines the nonzero vector with the doublet condition. The equations `h0`, `h1` and `h2` are the rows of $Bv=Ev$. The combinations `k0`, `k1` and `k2` multiply them by the rows of $E+\sigma/4+M/2$, which reproduces the calculation of $M^2v$; `hs` removes the $J$ term and `hg` inserts $g^2$. If `E` were neither doublet level, every amplitude would vanish, against `hv`.

```lean
/-- A one-down energy eigenstate annihilated by the total raising operator has one of the two
doublet energies. -/
theorem doublet_energy (a b c : ℝ) (E : ℂ) (v : Fin 3 → ℂ) (hv : v ≠ 0)
    (hd : IsDoublet v) (h : block a b c *ᵥ v = E • v) :
    E = upper a b c ∨ E = lower a b c := by
  have hs := (isDoublet_iff v).mp hd
  have hg : (gap a b c : ℂ)^2 = a^2 + b^2 + c^2 - a*b - b*c - c*a := by
    exact_mod_cast gap_sq a b c
  have h0 : ((b:ℂ) - a - c)/4 * v 0 + a/2 * v 1 + c/2 * v 2 = E * v 0 := by
    simpa [block_eq, Matrix.mulVec, dotProduct, Fin.sum_univ_three] using congrFun h 0
  have h1 : (a:ℂ)/2 * v 0 + (c - a - b)/4 * v 1 + b/2 * v 2 = E * v 1 := by
    simpa [block_eq, Matrix.mulVec, dotProduct, Fin.sum_univ_three] using congrFun h 1
  have h2 : (c:ℂ)/2 * v 0 + b/2 * v 1 + (a - b - c)/4 * v 2 = E * v 2 := by
    simpa [block_eq, Matrix.mulVec, dotProduct, Fin.sum_univ_three] using congrFun h 2
  -- the product of `E - upper` and `E - lower` annihilates each amplitude
  have k0 : (E - upper a b c) * (E - lower a b c) * v 0 = 0 := by
    simp only [upper, lower]
    push_cast
    linear_combination (-(E + (a + b + c)/4) - b/2) * h0 - a/2 * h1 - c/2 * h2
      + (a*b + b*c + c*a)/4 * hs - v 0 / 4 * hg
  have k1 : (E - upper a b c) * (E - lower a b c) * v 1 = 0 := by
    simp only [upper, lower]
    push_cast
    linear_combination (-(E + (a + b + c)/4) - c/2) * h1 - a/2 * h0 - b/2 * h2
      + (a*b + b*c + c*a)/4 * hs - v 1 / 4 * hg
  have k2 : (E - upper a b c) * (E - lower a b c) * v 2 = 0 := by
    simp only [upper, lower]
    push_cast
    linear_combination (-(E + (a + b + c)/4) - a/2) * h2 - c/2 * h0 - b/2 * h1
      + (a*b + b*c + c*a)/4 * hs - v 2 / 4 * hg
  by_contra hne
  rw [not_or] at hne
  have hp := mul_ne_zero (sub_ne_zero.mpr hne.1) (sub_ne_zero.mpr hne.2)
  apply hv
  funext i
  fin_cases i
  exacts [(mul_eq_zero.mp k0).resolve_left hp, (mul_eq_zero.mp k1).resolve_left hp,
    (mul_eq_zero.mp k2).resolve_left hp]
```

The theorem runs from a doublet eigenstate to its energy. That each of the two levels also belongs to a doublet state comes from the trace argument above.

## Three equal couplings

Equal couplings describe a triangle whose bonds are magnetically equivalent. The doublet levels differ by $g$, so they coincide exactly when $g=0$. By the sum of squares, this happens exactly when $a=b=c$. The proof of `doublets_degenerate_iff` takes the same route: equal levels give a zero gap, and `nlinarith` forces the squared differences to vanish. The reverse direction substitutes equal couplings.

```lean
/-- The two doublet levels coincide if and only if all three couplings are equal. -/
theorem doublets_degenerate_iff (a b c : ℝ) :
    upper a b c = lower a b c ↔ a = b ∧ b = c := by
  have hg := gap_sq a b c
  constructor
  · intro h
    have h0 : gap a b c = 0 := by
      simp only [upper, lower] at h
      linarith
    rw [h0] at hg
    -- the squared coupling differences vanish one by one
    have hab : (a - b)^2 = 0 := by
      nlinarith [sq_nonneg (a - b), sq_nonneg (b - c), sq_nonneg (c - a)]
    have hbc : (b - c)^2 = 0 := by
      nlinarith [sq_nonneg (a - b), sq_nonneg (b - c), sq_nonneg (c - a)]
    exact ⟨sub_eq_zero.mp (pow_eq_zero_iff two_ne_zero |>.mp hab),
      sub_eq_zero.mp (pow_eq_zero_iff two_ne_zero |>.mp hbc)⟩
  · rintro ⟨rfl, rfl⟩
    have h0 : gap a a a = 0 := by
      apply (pow_eq_zero_iff two_ne_zero).mp
      rw [hg]
      ring
    simp [upper, lower, h0]
```

For $a=b=c$ the quartet lies at $3a/4$ and both doublets at $-3a/4$. If only two couplings agree, say $b=c$, the doublets are split by $|a-b|$.

## A vanishing sum of coupling products

The condition $ab+bc+ca=0$ marks the couplings at which the quartet, with total spin 3/2, has the same energy as a doublet, with total spin 1/2. Setting $\sigma/4=-\sigma/4\pm g/2$ gives $\sigma=\pm g$, which for one of the two signs means $\sigma^2=g^2$. Since $\sigma^2-g^2=3(ab+bc+ca)$, the criterion follows. In the proof of `quartet_crossing_iff`, the reverse direction factors $g^2-\sigma^2$ and takes one case for each sign.

```lean
/-- The quartet level meets a doublet level if and only if `ab + bc + ca = 0`. -/
theorem quartet_crossing_iff (a b c : ℝ) :
    (quartet a b c = upper a b c ∨ quartet a b c = lower a b c) ↔
      a*b + b*c + c*a = 0 := by
  have hg := gap_sq a b c
  simp only [quartet, upper, lower]
  constructor
  · rintro (h | h)
    · have h1 : gap a b c = a + b + c := by linarith
      rw [h1] at hg
      nlinarith
    · have h1 : gap a b c = -(a + b + c) := by linarith
      rw [h1] at hg
      nlinarith
  · intro h
    have hp : (gap a b c - (a + b + c)) * (gap a b c + (a + b + c)) = 0 := by
      linear_combination hg - 3 * h
    rcases mul_eq_zero.mp hp with h1 | h1
    · left
      linarith
    · right
      linarith

end

end HeisenbergTrimer
```

Without this condition the quartet stays apart from both doublets. With it, the block has a repeated eigenvalue even when the doublets are split. The limit $b=c=0$, a dimer beside a free spin, shows this: the quartet and one doublet lie at $a/4$, the dimer's triplet energy, and the other doublet lies at its singlet energy $-3a/4$. For $a\neq0$ the doublets are $|a|$ apart, so a repeated eigenvalue indicates equal couplings only if both states are doublets.

```lean
#print axioms HeisenbergTrimer.eigenvalue_iff
#print axioms HeisenbergTrimer.doublet_energy
#print axioms HeisenbergTrimer.doublets_degenerate_iff
#print axioms HeisenbergTrimer.quartet_crossing_iff
```

```
'HeisenbergTrimer.eigenvalue_iff' depends on axioms: [propext, Classical.choice, Quot.sound]
'HeisenbergTrimer.doublet_energy' depends on axioms: [propext, Classical.choice, Quot.sound]
'HeisenbergTrimer.doublets_degenerate_iff' depends on axioms: [propext, Classical.choice, Quot.sound]
'HeisenbergTrimer.quartet_crossing_iff' depends on axioms: [propext, Classical.choice, Quot.sound]
```
